# With an adjoint correction, the errors of two linear-response solutions multiply in the property

Stop an iterative solver for a response equation at some residual threshold, and the property computed from the unfinished vector can have an error of first order in the remaining residual. Gaining one more digit in the property then costs about one more digit in the residual. A second, equally unfinished solution can improve on this.

The response equation is Lx₀ = b, where b is the perturbation and x₀ the exact response. The property is c·x₀ for a given vector c. The adjoint equation is Lᵀz₀ = c. Trial vectors x and z stand for the unfinished solutions, and b − Lx and c − Lᵀz are their residuals. Such equations give polarizabilities in the random-phase approximation (RPA); here L is a real, finite matrix, and the complex matrices of damped response are not treated.

In Lean, vectors are functions `n → ℝ` on a finite index set `n`, `⬝ᵥ` is the dot product and `*ᵥ` applies a matrix to a vector.

```lean
import Mathlib

open Matrix

namespace ResponseThresholds

noncomputable section

variable {n : Type*} [Fintype n]
```

The corrected value, written P(x, z) below, adds the residual weighted with the trial adjoint solution:

P(x, z) = c·x + z·(b − Lx)

```lean
/-- The property `c·x` of a trial response `x`, corrected by the residual of the response
equation weighted with a trial adjoint response `z`. -/
def correctedValue (L : Matrix n n ℝ) (b c x z : n → ℝ) : ℝ :=
  c ⬝ᵥ x + z ⬝ᵥ (b - L *ᵥ x)
```

Residuals are measured by the Euclidean norm ‖v‖ = √(v·v). It has its own definition because Lean's default norm on functions is the largest absolute component.

```lean
/-- The Euclidean norm of a vector, used to measure residuals. -/
def vecNorm (v : n → ℝ) : ℝ := √(v ⬝ᵥ v)
```

The RPA matrix acts on excitation and de-excitation amplitudes, hence the doubled index set `n ⊕ n`. Many texts reserve the name for the frequency-independent matrix; here the shift by ω is included. A and B are arbitrary real matrices, and identifying them with the orbital energies and integrals of a molecule is left to the user.

```lean
/-- The RPA response matrix at frequency `ω`, with blocks `A - ω`, `B`, `B`, `A + ω`. -/
def rpaMatrix [DecidableEq n] (A B : Matrix n n ℝ) (ω : ℝ) : Matrix (n ⊕ n) (n ⊕ n) ℝ :=
  Matrix.fromBlocks (A - ω • (1 : Matrix n n ℝ)) B B (A + ω • (1 : Matrix n n ℝ))
```

## (a) Moving L across the dot product

Show that for all z and v

(Lᵀz)·v = z·(Lv).

The j-th component of Lᵀz is Σᵢ Lᵢⱼzᵢ, so both sides equal Σᵢⱼ zᵢLᵢⱼvⱼ. The Lean proof writes Lᵀz as the row vector z times L and regroups.

```lean
/-- A transposed matrix acting on one side of a dot product can be replaced by the matrix itself
acting on the other side. -/
theorem transpose_dot (L : Matrix n n ℝ) (z v : n → ℝ) :
    (Lᵀ *ᵥ z) ⬝ᵥ v = z ⬝ᵥ (L *ᵥ v) := by
  rw [Matrix.mulVec_transpose, Matrix.dotProduct_mulVec]
```

## (b) The error without correction

Let Lx₀ = b and Lᵀz₀ = c. Show that

c·x₀ − c·x = z₀·(b − Lx).

Insert c = Lᵀz₀ and use (a):

c·(x₀ − x) = z₀·L(x₀ − x) = z₀·(b − Lx).

This is linear in the residual. The hypotheses `hx` and `hz` say that x₀ and z₀ solve their equations; invertibility of L is not assumed. In the proof, `subst` eliminates b and c.

```lean
/-- Without correction, the error of the property is the exact adjoint response applied to
the residual, hence linear in the residual. -/
theorem uncorrected_error {L : Matrix n n ℝ} {b c x0 z0 : n → ℝ}
    (hx : L *ᵥ x0 = b) (hz : Lᵀ *ᵥ z0 = c) (x : n → ℝ) :
    c ⬝ᵥ x0 - c ⬝ᵥ x = z0 ⬝ᵥ (b - L *ᵥ x) := by
  subst hx hz
  simp only [transpose_dot, dotProduct_sub]
```

## (c) The error with correction

Under the same assumptions, show that

c·x₀ − P(x, z) = (z₀ − z)·L(x₀ − x).

Subtract z·(b − Lx) from both sides of (b). The right side becomes (z₀ − z)·(b − Lx), and b − Lx = L(x₀ − x). Lean expands both sides into elementary dot products, and `ring` matches them.

```lean
/-- If `x0` and `z0` solve the response equation and its adjoint, the error of the corrected
property is the product, through `L`, of the errors of the two trial solutions. -/
theorem corrected_error {L : Matrix n n ℝ} {b c x0 z0 : n → ℝ}
    (hx : L *ᵥ x0 = b) (hz : Lᵀ *ᵥ z0 = c) (x z : n → ℝ) :
    c ⬝ᵥ x0 - correctedValue L b c x z = (z0 - z) ⬝ᵥ (L *ᵥ (x0 - x)) := by
  subst hx hz
  simp only [correctedValue, transpose_dot, Matrix.mulVec_sub, dotProduct_sub, sub_dotProduct]
  ring
```

## (d) Scaling both errors

Displace the exact solutions to x₀ + su and z₀ + tw, with numbers s, t and vectors u, w. Show that

c·x₀ − P(x₀ + su, z₀ + tw) = st w·(Lu).

The differences in (c) are now −su and −tw. The two minus signs cancel and the numbers come out in front. Halving both solution errors therefore quarters the property error. The Lean proof rewrites with (c) and then extracts the factors.

```lean
/-- When the exact solutions are displaced by `s u` and `t w`, the error of the corrected
property is exactly `s t` times a number independent of `s` and `t`. -/
theorem corrected_error_scaling {L : Matrix n n ℝ} {b c x0 z0 : n → ℝ}
    (hx : L *ᵥ x0 = b) (hz : Lᵀ *ᵥ z0 = c) (u w : n → ℝ) (s t : ℝ) :
    c ⬝ᵥ x0 - correctedValue L b c (x0 + s • u) (z0 + t • w)
      = s * t * (w ⬝ᵥ (L *ᵥ u)) := by
  rw [corrected_error hx hz]
  simp only [sub_add_cancel_left, Matrix.mulVec_neg, Matrix.mulVec_smul, neg_dotProduct,
    dotProduct_neg, smul_dotProduct, dotProduct_smul, smul_eq_mul]
  ring
```

## (e) Using the adjoint residual

Assume only Lx₀ = b. Show that

c·x₀ − P(x, z) = (c − Lᵀz)·(x₀ − x).

Since b − Lx = L(x₀ − x), the left side is

c·(x₀ − x) − z·L(x₀ − x),

and (a) turns the second term into (Lᵀz)·(x₀ − x). No exact adjoint solution is needed.

```lean
/-- The error of the corrected property is the adjoint residual applied to the error of the
trial response, where `x0` solves the response equation. -/
theorem error_eq_adjoint_residual {L : Matrix n n ℝ} {b x0 : n → ℝ}
    (hx : L *ᵥ x0 = b) (c x z : n → ℝ) :
    c ⬝ᵥ x0 - correctedValue L b c x z = (c - Lᵀ *ᵥ z) ⬝ᵥ (x0 - x) := by
  subst hx
  simp only [correctedValue, sub_dotProduct, transpose_dot, dotProduct_sub]
  ring
```

## (f) Both residuals at once

Let L be invertible. Show that

c·(L⁻¹b) − P(x, z) = (c − Lᵀz)·L⁻¹(b − Lx).

Now x₀ = L⁻¹b solves the response equation, and x₀ − x = L⁻¹b − L⁻¹Lx = L⁻¹(b − Lx). Insert this in (e). Lean expresses invertibility as `IsUnit L.det`; `hx` and `hy` are the two cancellations LL⁻¹b = b and L⁻¹Lx = x.

```lean
/-- For an invertible response matrix, the error of the corrected property is the product of
the two residuals through the inverse matrix. -/
theorem error_eq_residuals [DecidableEq n] {L : Matrix n n ℝ} (hL : IsUnit L.det)
    (b c x z : n → ℝ) :
    c ⬝ᵥ (L⁻¹ *ᵥ b) - correctedValue L b c x z
      = (c - Lᵀ *ᵥ z) ⬝ᵥ (L⁻¹ *ᵥ (b - L *ᵥ x)) := by
  have hx : L *ᵥ (L⁻¹ *ᵥ b) = b := by
    rw [Matrix.mulVec_mulVec, Matrix.mul_nonsing_inv _ hL, Matrix.one_mulVec]
  have hy : L⁻¹ *ᵥ (L *ᵥ x) = x := by
    rw [Matrix.mulVec_mulVec, Matrix.nonsing_inv_mul _ hL, Matrix.one_mulVec]
  rw [error_eq_adjoint_residual hx, Matrix.mulVec_sub, hy]
```

## (g) Bounding a dot product

Show that

|u·v| ≤ ‖u‖ ‖v‖.

If v = 0, both sides vanish. Otherwise expand the squared length of (v·v)u − (u·v)v:

0 ≤ (v·v)[(u·u)(v·v) − (u·v)²].

Divide by v·v > 0 and take the root. Lean takes the squared inequality from Mathlib and supplies the root.

```lean
/-- The Cauchy-Schwarz inequality for the dot product. -/
theorem abs_dot_le (u v : n → ℝ) : |u ⬝ᵥ v| ≤ vecNorm u * vecNorm v := by
  have h := Finset.sum_mul_sq_le_sq_mul_sq Finset.univ u v
  have hu : 0 ≤ u ⬝ᵥ u := Finset.sum_nonneg fun i _ => mul_self_nonneg (u i)
  unfold vecNorm
  rw [← Real.sqrt_mul hu]
  apply Real.abs_le_sqrt
  simp only [dotProduct, ← pow_two]
  exact h
```

## (h) From thresholds to the property

Let Lx₀ = b, and let σ > 0 satisfy σ‖v‖ ≤ ‖Lv‖ for every v. If ‖b − Lx‖ ≤ ε and ‖c − Lᵀz‖ ≤ δ, show that

|c·x₀ − P(x, z)| ≤ δε/σ.

The condition on σ gives

σ‖x₀ − x‖ ≤ ‖L(x₀ − x)‖ = ‖b − Lx‖ ≤ ε,

so ‖x₀ − x‖ ≤ ε/σ, which is `hd` in Lean. Apply (g) to (e). For the RPA matrix, σ is at most the distance |ωₖ − ω| to any excitation energy ωₖ, because the matrix changes the length of the corresponding excitation vector by exactly this factor. At an excitation energy the matrix is singular and no positive σ exists. Far from resonance σ can still be small. With δ = ε = 10⁻⁴ and σ = 0.1, the bound is 10⁻⁷.

```lean
/-- If `L` stretches every vector by at least `σ > 0` and the two response equations are
converged to residual norms `ε` and `δ`, the corrected property is accurate to `δ ε / σ`. -/
theorem threshold_bound {L : Matrix n n ℝ} {b c x0 x z : n → ℝ} {σ ε δ : ℝ}
    (hx : L *ᵥ x0 = b) (hσ : 0 < σ) (hL : ∀ v, σ * vecNorm v ≤ vecNorm (L *ᵥ v))
    (hr : vecNorm (b - L *ᵥ x) ≤ ε) (hs : vecNorm (c - Lᵀ *ᵥ z) ≤ δ) :
    |c ⬝ᵥ x0 - correctedValue L b c x z| ≤ δ * ε / σ := by
  -- the residual threshold controls the error of the trial response
  have hd : vecNorm (x0 - x) ≤ ε / σ := by
    rw [le_div_iff₀ hσ]
    have h := hL (x0 - x)
    rw [Matrix.mulVec_sub, hx] at h
    linarith
  rw [error_eq_adjoint_residual hx]
  calc |(c - Lᵀ *ᵥ z) ⬝ᵥ (x0 - x)|
      ≤ vecNorm (c - Lᵀ *ᵥ z) * vecNorm (x0 - x) := abs_dot_le _ _
    _ ≤ δ * (ε / σ) :=
        mul_le_mul hs hd (Real.sqrt_nonneg _) (le_trans (Real.sqrt_nonneg _) hs)
    _ = δ * ε / σ := by ring
```

## (i) One solution in both roles

Let L be symmetric, c = b and Lx₀ = b. Show that

b·x₀ − (2b·x − x·Lx) = (x₀ − x)·L(x₀ − x).

By symmetry x₀ also solves the adjoint equation. Choose z = x. Then P(x, x) = b·x + x·(b − Lx) = 2b·x − x·Lx, and (c) gives the result. Lean follows the same route, with `hz` recording the double role of x₀.

```lean
/-- For a symmetric response matrix and a property vector equal to the perturbation `b`, the
functional `2 b·x - x·Lx` has an error quadratic in the error of the single trial response. -/
theorem symmetric_error {L : Matrix n n ℝ} (hL : Lᵀ = L) {b x0 : n → ℝ}
    (hx : L *ᵥ x0 = b) (x : n → ℝ) :
    b ⬝ᵥ x0 - (2 * (b ⬝ᵥ x) - x ⬝ᵥ (L *ᵥ x)) = (x0 - x) ⬝ᵥ (L *ᵥ (x0 - x)) := by
  -- the response solution is also the adjoint solution
  have hz : Lᵀ *ᵥ x0 = b := by rw [hL, hx]
  rw [← corrected_error hx hz x x]
  unfold correctedValue
  rw [dotProduct_sub, dotProduct_comm x b]
  ring
```

## (j) A lower bound for RPA response

Let M be the RPA matrix at frequency ω, with A and B symmetric, v·Mv ≥ 0 for every v, and Mx₀ = b. Show that for every trial x

2b·x − x·Mx ≤ b·x₀.

Transposing M exchanges its off-diagonal blocks, which are both B, and leaves each symmetric block unchanged, so M is symmetric. By (i) the difference of the two sides is (x₀ − x)·M(x₀ − x) ≥ 0. The sign condition `hpos` stands for a stable reference state probed at a frequency |ω| below the lowest RPA excitation energy. In Lean, `hM` is the symmetry, and `linarith` combines (i) with `hpos`.

```lean
/-- For symmetric `A` and `B` and an RPA matrix with nonnegative quadratic form at frequency
`ω`, the functional `2 b·x - x·Mx` of any trial response is a lower bound to `b·x0`, where
`x0` solves the RPA response equation. -/
theorem rpa_lower_bound [DecidableEq n] {A B : Matrix n n ℝ} {ω : ℝ}
    (hA : Aᵀ = A) (hB : Bᵀ = B)
    (hpos : ∀ v, 0 ≤ v ⬝ᵥ (rpaMatrix A B ω *ᵥ v)) {b x0 : n ⊕ n → ℝ}
    (hx : rpaMatrix A B ω *ᵥ x0 = b) (x : n ⊕ n → ℝ) :
    2 * (b ⬝ᵥ x) - x ⬝ᵥ (rpaMatrix A B ω *ᵥ x) ≤ b ⬝ᵥ x0 := by
  have hM : (rpaMatrix A B ω)ᵀ = rpaMatrix A B ω := by
    simp only [rpaMatrix, Matrix.fromBlocks_transpose, Matrix.transpose_sub,
      Matrix.transpose_add, Matrix.transpose_smul, Matrix.transpose_one, hA, hB]
  have h := symmetric_error hM hx x
  have h0 := hpos (x0 - x)
  linarith

end

end ResponseThresholds
```

```lean
#print axioms ResponseThresholds.corrected_error
-- 'ResponseThresholds.corrected_error' depends on axioms: [propext, Classical.choice, Quot.sound]
#print axioms ResponseThresholds.error_eq_residuals
-- 'ResponseThresholds.error_eq_residuals' depends on axioms: [propext, Classical.choice, Quot.sound]
#print axioms ResponseThresholds.threshold_bound
-- 'ResponseThresholds.threshold_bound' depends on axioms: [propext, Classical.choice, Quot.sound]
#print axioms ResponseThresholds.rpa_lower_bound
-- 'ResponseThresholds.rpa_lower_bound' depends on axioms: [propext, Classical.choice, Quot.sound]
```
